# Products of an odd number of free field operators have zero vacuum expectation value

The vacuum enters here through the rules that its expectation values obey, and not as a vector in a constructed Fock space. It is a linear functional $\omega$ on an algebra of operators, so that $\omega(x)$ plays the part of $\langle 0|x|0\rangle$. Bosons and fermions are then treated together, for any number of modes, and no Hilbert space is needed. In return, the properties of the vacuum and the commutation relations are hypotheses, to be verified for each system to which the result is applied.

The scalars form a commutative ring $K$, which in physics is usually $\mathbb{C}$. The operators form a $K$-algebra $A$, in general non-commutative. The labels of the fields come from an arbitrary type `ι`: a label may be a mode, a site with a time, or a test function with which a field is smeared.

```lean
import Mathlib

open ComplexConjugate

namespace WickRecursion

noncomputable section

variable {K A ι : Type*} [CommRing K] [Ring A] [Algebra K A]
```

## The relations of a free field

Each field operator is a sum $A_i = p_i + m_i$ of a creation part $p_i$ and an annihilation part $m_i$. With an exchange factor $\varepsilon$, equal to $1$ for bosons and $-1$ for fermions, the assumptions are

$$m_i p_j - \varepsilon\, p_j m_i = c_{ij}\,1, \qquad m_i m_j = \varepsilon\, m_j m_i,$$

$$\omega(p_i x) = 0, \qquad \omega(x m_i) = 0 \quad\text{for every } x \in A.$$

The first relation says that the commutator or anticommutator is a number $c_{ij}$, the contraction, times the identity. This is the property of free fields on which everything rests; for interacting fields at different times it generally fails. The last two conditions stand for $\langle 0|p_i = 0$ and $m_i|0\rangle = 0$. Both are assumed, since the algebra carries no adjoint that would turn one into the other. They exclude, for example, a coherent state in which the field has a non-zero mean.

In the structure below, the four fields `contract`, `exchange`, `left_zero` and `right_zero` are these four conditions in the same order. The symbol `•` is multiplication of an operator by a scalar. No relation among the creation parts is required, and `ε` may be any element of $K$.

```lean
/-- Creation parts `p i` and annihilation parts `m i` with exchange factor `ε` and
contractions `c i j`, together with a linear functional `ω` that vanishes when a creation part
stands on the far left or an annihilation part on the far right. -/
structure IsWickSystem (ε : K) (p m : ι → A) (c : ι → ι → K) (ω : A →ₗ[K] K) : Prop where
  contract : ∀ i j, m i * p j - ε • (p j * m i) = c i j • (1 : A)
  exchange : ∀ i j, m i * m j = ε • (m j * m i)
  left_zero : ∀ i x, ω (p i * x) = 0
  right_zero : ∀ i x, ω (x * m i) = 0
```

Either part of a field may be zero. A bare annihilation operator is thus a field with $p_i = 0$, and a bare creation operator one with $m_i = 0$, so mixed strings of the two are included.

## Products as lists of labels

For a list $L = [j_0, \dots, j_{r-1}]$ of $r$ labels, write

$$F(L) = A_{j_0} A_{j_1} \cdots A_{j_{r-1}}.$$

The list fixes the operator order and may repeat a label, so powers of one field are covered. The empty list gives $F([\,]) = 1$. There is no time ordering in the definition: the operators are multiplied as they are listed.

```lean
/-- The ordered product of the field operators `p j + m j`, with `j` running through a list
of labels. -/
def fieldProd (p m : ι → A) (L : List ι) : A := (L.map fun j => p j + m j).prod
```

Putting a label $j$ in front of the list multiplies by $A_j$ from the left, $F(j :: L) = A_j F(L)$.

```lean
/-- The first field operator can be split off from a product of fields. -/
theorem fieldProd_cons (p m : ι → A) (j : ι) (L : List ι) :
    fieldProd p m (j :: L) = (p j + m j) * fieldProd p m L := by
  simp [fieldProd]
```

## Moving an annihilation part to the right

Consider first a single field. The two exchange relations give

$$m_i A_j = m_i p_j + m_i m_j = c_{ij}\,1 + \varepsilon\, p_j m_i + \varepsilon\, m_j m_i = c_{ij}\,1 + \varepsilon A_j m_i .$$

Passing one field therefore costs a factor $\varepsilon$ and leaves one contraction behind. For a product of $r$ fields the result is

$$m_i F(L) = \varepsilon^{r} F(L)\, m_i + \sum_{k=0}^{r-1} \varepsilon^{k} c_{i j_k} F(L \setminus k),$$

where $L \setminus k$ is the list with the entry at position $k$ deleted. Positions count from zero, so $k$ is the number of fields that $m_i$ has passed before it is contracted.

The formula follows by induction on the list. For the empty list both sides are $m_i$. If it holds for $L$, then for $j :: L$ the single-field step gives

$$m_i A_j F(L) = c_{ij} F(L) + \varepsilon A_j\, m_i F(L),$$

and inserting the formula for $L$ turns this into

$$c_{ij} F(L) + \varepsilon^{r+1} A_j F(L)\, m_i + \sum_{k=0}^{r-1} \varepsilon^{k+1} c_{i j_k} A_j F(L \setminus k).$$

The first term is the contraction with the new field at position $0$. In the sum, the field at position $k$ of $L$ sits at position $k+1$ of $j :: L$, which accounts for the extra factor $\varepsilon$. This is the formula for $r+1$ fields.

In the Lean proof, `step` is the single-field relation and `first` is its use on the whole product. The statement `hs` splits the contraction sum into position $0$ and the rest. The induction hypothesis `ih` is then inserted, and `abel` puts the terms in the same order on both sides.

```lean
variable {ε : K} {p m : ι → A} {c : ι → ι → K} {ω : A →ₗ[K] K}

/-- An annihilation part moved to the right through a product of fields picks up one factor `ε`
per field, and leaves behind one term for each field with which it is contracted. -/
theorem pull_through (h : IsWickSystem ε p m c ω) (i : ι) (L : List ι) :
    m i * fieldProd p m L = ε ^ L.length • (fieldProd p m L * m i) +
      ∑ k : Fin L.length, (ε ^ (k : ℕ) * c i (L.get k)) • fieldProd p m (L.eraseIdx k) := by
  induction L with
  | nil => simp [fieldProd]
  | cons j L ih =>
    -- exchange with a single field operator
    have step : m i * (p j + m j) = c i j • (1 : A) + ε • ((p j + m j) * m i) := by
      rw [mul_add, add_mul, smul_add, h.exchange i j, ← h.contract i j]
      abel
    -- separate the contraction with the first field from the others
    have hs : ∑ k : Fin (j :: L).length, (ε ^ (k : ℕ) * c i ((j :: L).get k)) •
          fieldProd p m ((j :: L).eraseIdx k) =
        c i j • fieldProd p m L + ∑ k : Fin L.length,
          (ε ^ ((k : ℕ) + 1) * c i (L.get k)) •
            ((p j + m j) * fieldProd p m (L.eraseIdx k)) := by
      refine (Fin.sum_univ_succ (n := L.length) _).trans ?_
      refine congrArg₂ (· + ·) ?_ ?_
      · change (ε ^ 0 * c i j) • fieldProd p m L = _
        rw [pow_zero, one_mul]
      · refine Finset.sum_congr rfl fun k _ => ?_
        change (ε ^ ((k : ℕ) + 1) * c i (L.get k)) •
          fieldProd p m (j :: L.eraseIdx k) = _
        rw [fieldProd_cons]
    have first : m i * fieldProd p m (j :: L) =
        c i j • fieldProd p m L + ε • ((p j + m j) * (m i * fieldProd p m L)) := by
      rw [fieldProd_cons, ← mul_assoc, step, add_mul, smul_mul_assoc, one_mul,
        smul_mul_assoc, mul_assoc]
    rw [first, hs, ih, fieldProd_cons, mul_add, Finset.mul_sum, smul_add, Finset.smul_sum]
    simp only [mul_smul_comm, smul_smul, pow_succ', List.length_cons, mul_assoc]
    abel
```

## The recursion for expectation values

Now apply $\omega$ to a product whose first field is $A_i$:

$$\omega(A_i F(L)) = \omega(p_i F(L)) + \omega(m_i F(L)).$$

The first term vanishes because a creation part stands on the far left. In the second, the formula above produces $\varepsilon^{r}\,\omega(F(L)\, m_i)$, which vanishes because an annihilation part stands on the far right. Only the contractions remain:

$$\omega(F(i :: L)) = \sum_{k=0}^{r-1} \varepsilon^{k} c_{i j_k}\, \omega(F(L \setminus k)).$$

The single rewriting chain in the proof performs these steps in this order, with `left_zero` and `right_zero` removing the two boundary terms.

```lean
/-- Wick's theorem for the values of `ω` on products of fields, in recursion form: the first field
is contracted with each of the others in turn, with a factor `ε` for every field standing between
the two. -/
theorem wick_recursion (h : IsWickSystem ε p m c ω) (i : ι) (L : List ι) :
    ω (fieldProd p m (i :: L)) = ∑ k : Fin L.length,
      (ε ^ (k : ℕ) * c i (L.get k)) * ω (fieldProd p m (L.eraseIdx k)) := by
  -- the creation part drops out on the left, the annihilation part on the right
  rw [fieldProd_cons, add_mul, map_add, h.left_zero, zero_add, pull_through h, map_add,
    map_smul, h.right_zero, smul_zero, zero_add, map_sum]
  simp only [map_smul, smul_eq_mul]
```

Wick's theorem in its full operator form expands a product into normal-ordered products with every possible set of contractions. The recursion concerns the expectation value alone, in which the normal-ordered remainders have already disappeared.

In a program, the recursion is a short function that takes a list of operators. It removes the first entry, loops over the remaining positions $k$, and adds up $\varepsilon^k$ times the contraction times the value of the function on the list with entry $k$ deleted. The empty list returns $1$ for a normalised state. With positions counted from zero, the loop variable is directly the exponent of the sign.

## Why an odd number of fields gives zero

Each use of the recursion removes two fields: the first one and its partner. Starting from an odd number, one always arrives at a single field, which has no partner.

Let the number of fields be $2n+1$ and use induction on $n$. For $n = 0$ the product is a single $A_i$, the remaining list is empty, and the recursion is an empty sum. Equivalently, $\omega(A_i) = \omega(p_i) + \omega(m_i) = 0$. Suppose that all products of $2n+1$ fields have expectation value zero, and take a product of $2(n+1)+1 = 2n+3$ fields. After the first is split off, $2n+2$ remain, and deleting the partner leaves $2n+1$. Every term of the recursion then contains a factor that is zero by assumption.

The theorem `odd_product_vanishes` states this for any Wick system and any list `L` with `Odd L.length`. Normalisation of $\omega$ is not assumed. The induction is carried out for all lists at once (`generalizing L`), because the shorter lists in the recursion differ from the original one. In both cases `omega` does the counting of fields: it rules out a partner when $n = 0$, and it supplies the length $2n+1$ in the step.

```lean
/-- The functional `ω` of a Wick system vanishes on every product of an odd number of field
operators. -/
theorem odd_product_vanishes (h : IsWickSystem ε p m c ω) (L : List ι)
    (hL : Odd L.length) : ω (fieldProd p m L) = 0 := by
  obtain ⟨n, hn⟩ := hL
  induction n generalizing L with
  | zero =>
    cases L with
    | nil => simp at hn
    | cons i L =>
      rw [wick_recursion h]
      refine Finset.sum_eq_zero fun k _ => ?_
      -- a single field has no partner
      have hk := k.isLt
      rw [List.length_cons] at hn
      omega
  | succ n ih =>
    cases L with
    | nil => simp at hn
    | cons i L =>
      rw [wick_recursion h]
      refine Finset.sum_eq_zero fun k _ => ?_
      -- each contraction removes two fields, so the number left is again odd
      have hlen : (L.eraseIdx k).length = 2 * n + 1 := by
        rw [List.length_eraseIdx_of_lt k.isLt]
        rw [List.length_cons] at hn
        omega
      rw [ih _ hlen, mul_zero]
```

A familiar instance is the harmonic oscillator with a cubic perturbation. The displacement $x$ is a sum of a raising and a lowering part, so $\langle 0|x^3|0\rangle = 0$ and the first-order shift of the ground-state energy is zero. In code, the function described above can test the length of its list and return zero at once if it is odd, without entering the loop.

In electronic structure, the same count removes odd strings of quasiparticle operators from expectation values in a single Slater determinant, which is a non-interacting reference state. To apply the theorem, the creation and annihilation parts are chosen relative to that determinant, so that it is their vacuum: removing an electron from an occupied orbital then counts as creating a hole. Ordinary electron operators are covered as well, since each of them is a sum of two such parts, one of which may be zero.

## Two and four fields

Even products behave differently. With the normalisation $\omega(1) = 1$, the recursion for two fields has a single term, $k = 0$, and leaves the empty product:

$$\omega(A_i A_j) = c_{ij}\,\omega(1) = c_{ij}.$$

The contraction, introduced through the exchange relation, is therefore the two-point function of the fields in the order written.

```lean
/-- For normalised `ω` the two-point function of the fields is their contraction. -/
theorem two_point (h : IsWickSystem ε p m c ω) (h1 : ω 1 = 1) (i j : ι) :
    ω (fieldProd p m [i, j]) = c i j := by
  rw [wick_recursion h]
  refine (Fin.sum_univ_one _).trans ?_
  change (ε ^ 0 * c i j) * ω (fieldProd p m []) = _
  simp [fieldProd, h1]
```

For four fields with labels $i, j, k, l$, where $k$ is now a label and not a position, the first field can be paired with each of the other three:

$$\omega(A_i A_j A_k A_l) = c_{ij}\,\omega(A_k A_l) + \varepsilon\, c_{ik}\,\omega(A_j A_l) + \varepsilon^2 c_{il}\,\omega(A_j A_k).$$

Inserting the two-point functions gives

$$\omega(A_i A_j A_k A_l) = c_{ij} c_{kl} + \varepsilon\, c_{ik} c_{jl} + \varepsilon^2 c_{il} c_{jk}.$$

For fermions the signs are $+, -, +$. For bosons all three are positive, and four equal fields give the oscillator result $\langle x^4\rangle = 3\langle x^2\rangle^2$ in the ground state. The proof follows the same two stages, with `two_point` used three times.

```lean
/-- For normalised `ω` the four-point function is the sum over the three pairings of the fields,
weighted with `1`, `ε` and `ε ^ 2`. -/
theorem four_point (h : IsWickSystem ε p m c ω) (h1 : ω 1 = 1) (i j k l : ι) :
    ω (fieldProd p m [i, j, k, l]) =
      c i j * c k l + ε * (c i k * c j l) + ε ^ 2 * (c i l * c j k) := by
  rw [wick_recursion h]
  refine (Fin.sum_univ_three _).trans ?_
  change (ε ^ 0 * c i j) * ω (fieldProd p m [k, l]) +
    (ε ^ 1 * c i k) * ω (fieldProd p m [j, l]) +
    (ε ^ 2 * c i l) * ω (fieldProd p m [j, k]) = _
  rw [two_point h h1, two_point h h1, two_point h h1]
  ring
```

## One fermionic mode as an example

A single fermionic mode satisfies all the relations with non-zero contractions. Take the first basis vector of $\mathbb{C}^2$ as the empty state and the second as the occupied one. The vacuum expectation value of a matrix $X$ is then its upper-left entry, $\omega(X) = X_{00}$.

```lean
/-- The upper-left entry of a two-by-two complex matrix, as a linear functional. -/
def vacuumEntry : Matrix (Fin 2) (Fin 2) ℂ →ₗ[ℂ] ℂ where
  toFun X := X 0 0
  map_add' _ _ := rfl
  map_smul' _ _ := rfl
```

The lowering and raising matrices are

$$a = \begin{pmatrix} 0 & 1 \\ 0 & 0 \end{pmatrix}, \qquad a^\dagger = \begin{pmatrix} 0 & 0 \\ 1 & 0 \end{pmatrix}.$$

Fields are labelled by complex amplitudes $z$, with $m_z = z a$ and $p_z = \bar z a^\dagger$. Since $a a^\dagger + a^\dagger a = 1$,

$$m_z p_w + p_w m_z = z \bar w\, 1,$$

so the contraction is $c_{zw} = z \bar w$ with $\varepsilon = -1$. The relation among the annihilation parts holds because $a^2 = 0$. The upper row of $a^\dagger$ is zero, hence $\omega(p_z X) = 0$; the left column of $a$ is zero, hence $\omega(X m_z) = 0$. Finally, $\omega(1) = 1$.

The odd theorem can be seen directly here. Each field is the matrix

$$A_z = \begin{pmatrix} 0 & z \\ \bar z & 0 \end{pmatrix},$$

which exchanges the empty and the occupied state up to a factor. An odd number of such exchanges never returns the empty state to itself, so the upper-left entry of the product is zero.

The Lean proof checks the two exchange relations entry by entry, and the two vacuum conditions by writing out the matrix product.

```lean
/-- The raising and lowering matrices of one fermionic mode, multiplied by amplitudes `conj z`
and `z`, form a Wick system with `ε = -1`, contractions `z * conj w` and the normalised
functional `vacuumEntry`. -/
theorem isWickSystem_witness :
    IsWickSystem (-1 : ℂ)
      (fun z : ℂ => conj z • (!![0, 0; 1, 0] : Matrix (Fin 2) (Fin 2) ℂ))
      (fun z : ℂ => z • (!![0, 1; 0, 0] : Matrix (Fin 2) (Fin 2) ℂ))
      (fun z w => z * conj w) vacuumEntry ∧ vacuumEntry 1 = 1 := by
  refine ⟨⟨fun z w => ?_, fun z w => ?_, fun z X => ?_, fun z X => ?_⟩, ?_⟩
  · ext i j
    fin_cases i <;> fin_cases j <;> simp
    ring
  · ext i j
    fin_cases i <;> fin_cases j <;> simp [Matrix.mul_apply, Fin.sum_univ_succ]
  · change ((conj z • (!![0, 0; 1, 0] : Matrix (Fin 2) (Fin 2) ℂ)) * X) 0 0 = 0
    rw [Matrix.mul_apply]
    simp [Fin.sum_univ_succ]
  · change (X * (z • (!![0, 1; 0, 0] : Matrix (Fin 2) (Fin 2) ℂ))) 0 0 = 0
    rw [Matrix.mul_apply]
    simp [Fin.sum_univ_succ]
  · change (1 : Matrix (Fin 2) (Fin 2) ℂ) 0 0 = 1
    exact Matrix.one_apply_eq 0

end

end WickRecursion
```

```lean
#print axioms WickRecursion.odd_product_vanishes
#print axioms WickRecursion.four_point
```

```
'WickRecursion.odd_product_vanishes' depends on axioms: [propext, Classical.choice, Quot.sound]
'WickRecursion.four_point' depends on axioms: [propext, Classical.choice, Quot.sound]
```
